# One flipped spin in a spin-1/2 Heisenberg model: the high-spin energy plus a weighted Laplacian

Q: Take a molecule with $n$ radical centres, each carrying one unpaired electron, and start from the state with every spin up. Flip one spin, and the flip can sit on any centre. I am told that the Hamiltonian among these $n$ configurations has the exchange couplings as its off-diagonal entries, up to sign. If a formal proof claims this, how do I know that the matrix wasn't simply put in by hand?

A: The Hamiltonian is built from spin operators, and the matrix is derived from it. A state assigns a complex amplitude to each configuration of ups and downs, with `true` meaning up.

```lean
import Mathlib

open Matrix

namespace SpinFlipHeisenberg

noncomputable section

variable {n : ℕ}

/-- A state of `n` spin-1/2 sites: an amplitude for each configuration, `true` being spin up. -/
abbrev State (n : ℕ) := (Fin n → Bool) → ℂ
```

The operators act on one site at a time. $S_x$ and $S_y$ reverse the spin at site $i$, and $S_z$ multiplies by $\pm\tfrac12$, in units of $\hbar$.

```lean
/-- The configuration with the spin at site `i` reversed. -/
def flipAt (i : Fin n) (s : Fin n → Bool) : Fin n → Bool := Function.update s i (!s i)

/-- The spin operator `S_x` at site `i`. -/
def Sx (i : Fin n) (ψ : State n) : State n := fun s => 1 / 2 * ψ (flipAt i s)

/-- The spin operator `S_y` at site `i`. -/
def Sy (i : Fin n) (ψ : State n) : State n :=
  fun s => (if s i = true then -(Complex.I / 2) else Complex.I / 2) * ψ (flipAt i s)

/-- The spin operator `S_z` at site `i`. -/
def Sz (i : Fin n) (ψ : State n) : State n :=
  fun s => (if s i = true then 1 / 2 else -(1 / 2)) * ψ s
```

Q: The sign in `Sy` looks reversed to me.

A: It is the usual one. The function gives the new amplitude at $s$, so for $s_i$ up it collects what arrives from down, and $S_y|{\downarrow}\rangle=-\tfrac{\mathrm i}{2}|{\uparrow}\rangle$, where the upright $\mathrm i$ is the imaginary unit. The scalar product and the Hamiltonian follow:

$$H=-2\sum_{i<j}J_{ij}\,\mathbf S_i\cdot\mathbf S_j .$$

With this convention, positive $J_{ij}$ is ferromagnetic. The couplings are given real numbers; nothing here computes them from electronic structure.

```lean
/-- The scalar product `S_i · S_j` of two site spins. -/
def spinDot (i j : Fin n) (ψ : State n) : State n :=
  fun s => Sx i (Sx j ψ) s + Sy i (Sy j ψ) s + Sz i (Sz j ψ) s

/-- The Heisenberg Hamiltonian `H = -2 ∑_{i<j} J_ij S_i · S_j`. -/
def heisenberg (J : Matrix (Fin n) (Fin n) ℝ) (ψ : State n) : State n :=
  fun s => -2 * ∑ i, ∑ j, if i < j then (J i j : ℂ) * spinDot i j ψ s else 0
```

Q: And the high-spin energy? That could be a definition in disguise.

A: It starts as one, $E_{\rm HS}=-\tfrac12\sum_{i<j}J_{ij}$, and a theorem below shows that the all-up state has this energy. The other definitions are the configuration with only site $i$ down, the state with flip amplitudes $c_i$, and the matrix $E_{\rm HS}+L$. Here $L$ is the weighted Laplacian, with $L_{ii}=\sum_{j\ne i}J_{ij}$ and $L_{ij}=-J_{ij}$ for $i\neq j$. Any diagonal entry $J_{ii}$ cancels in `laplacian`.

```lean
/-- The energy `E_HS = -(1/2) ∑_{i<j} J_ij`. -/
def highSpinEnergy (J : Matrix (Fin n) (Fin n) ℝ) : ℝ :=
  -(1 / 2) * ∑ i, ∑ j, if i < j then J i j else 0

/-- The state with all spins up. -/
def allUp : State n := fun s => if s = (fun _ => true) then 1 else 0

/-- The configuration with site `i` down and all others up. -/
def oneFlip (i : Fin n) : Fin n → Bool := fun k => decide (k ≠ i)

/-- The single-flip state with amplitude `c i` for the flip at site `i`. -/
def flipState (c : Fin n → ℂ) : State n := fun s => ∑ i, if s = oneFlip i then c i else 0

/-- The weighted graph Laplacian of the couplings: row sums on the diagonal, minus `J`. -/
def laplacian (J : Matrix (Fin n) (Fin n) ℝ) : Matrix (Fin n) (Fin n) ℝ :=
  Matrix.diagonal (fun i => ∑ j, J i j) - J

/-- The matrix `E_HS + L`, with `L` the weighted Laplacian of the couplings. -/
def flipMatrix (J : Matrix (Fin n) (Fin n) ℝ) : Matrix (Fin n) (Fin n) ℂ :=
  (highSpinEnergy J • (1 : Matrix (Fin n) (Fin n) ℝ) + laplacian J).map Complex.ofReal
```

Q: Then show me how the spin operators lead to that matrix.

A: First consider two different sites $i$ and $j$, and let $P_{ij}$ exchange their spins. The claim is $\mathbf S_i\cdot\mathbf S_j=\tfrac12P_{ij}-\tfrac14$.

If the spins are parallel, the $x$ and $y$ terms contribute $\tfrac14$ and $-\tfrac14$ times the doubly flipped amplitude and cancel. The $z$ term leaves $\tfrac14$, which equals $\tfrac12-\tfrac14$. If they are antiparallel, the $x$ and $y$ terms add to $\tfrac12$ times the doubly flipped amplitude, the $z$ term gives $-\tfrac14$, and flipping both spins is the same as exchanging them.

The proof makes the same case split. `linear_combination` supplies $\mathrm i^2=-1$ for the $y$ terms.

```lean
/-- On two different sites, `S_i · S_j` is half the exchange of the two spins minus one quarter. -/
theorem spinDot_eq_exchange {i j : Fin n} (hij : i ≠ j) (ψ : State n) (s : Fin n → Bool) :
    spinDot i j ψ s = 1 / 2 * ψ (s ∘ Equiv.swap i j) - 1 / 4 * ψ s := by
  have hj : flipAt i s j = s j := by simp [flipAt, Function.update_of_ne hij.symm]
  by_cases h : s i = s j
  · -- parallel spins: the exchange does nothing
    have hs : s ∘ Equiv.swap i j = s := by
      funext k
      simp only [Function.comp_apply, Equiv.swap_apply_def]
      split_ifs with h1 h2
      · rw [h1, h]
      · rw [h2, h]
      · rfl
    simp only [spinDot, Sx, Sy, Sz, hj, hs, h]
    split_ifs <;> linear_combination (ψ (flipAt j (flipAt i s)) / 4) * Complex.I_sq
  · -- antiparallel spins: the exchange reverses both
    have h1 : (!s i) = s j := by revert h; cases s i <;> cases s j <;> simp
    have h2 : (!s j) = s i := by revert h; cases s i <;> cases s j <;> simp
    have hs : flipAt j (flipAt i s) = s ∘ Equiv.swap i j := by
      funext k
      by_cases hk : k = j
      · rw [hk]
        simp [flipAt, Function.update_of_ne hij.symm, h2]
      · by_cases hk' : k = i
        · rw [hk']
          simp [flipAt, Function.update_of_ne hij, h1]
        · simp [flipAt, Function.update_apply, hk, hk', Equiv.swap_apply_of_ne_of_ne hk' hk]
    simp only [spinDot, Sx, Sy, Sz, hj, hs]
    split_ifs <;> first
      | linear_combination (-ψ (s ∘ Equiv.swap i j) / 4) * Complex.I_sq
      | (exfalso; simp_all)
```

Substitution into $H$ gives

$$H=-2\sum_{i<j}J_{ij}\left(\tfrac12P_{ij}-\tfrac14\right)=E_{\rm HS}+\sum_{i<j}J_{ij}(1-P_{ij}).$$

The proof rewrites each pair term in this way and then sums.

```lean
/-- The Hamiltonian is `E_HS` plus the sum over pairs of `J_ij` times (identity minus exchange). -/
theorem heisenberg_exchange (J : Matrix (Fin n) (Fin n) ℝ) (ψ : State n) (s : Fin n → Bool) :
    heisenberg J ψ s = highSpinEnergy J * ψ s +
      ∑ i, ∑ j, if i < j then (J i j : ℂ) * (ψ s - ψ (s ∘ Equiv.swap i j)) else 0 := by
  have hE : (highSpinEnergy J : ℂ) = -(1 / 2) * ∑ i, ∑ j, if i < j then (J i j : ℂ) else 0 := by
    simp only [highSpinEnergy, Complex.ofReal_mul, Complex.ofReal_sum,
      apply_ite Complex.ofReal, Complex.ofReal_zero]
    congr 1
    norm_num
  have h : ∀ i j : Fin n, (if i < j then (J i j : ℂ) * spinDot i j ψ s else 0) =
      (1 / 4 * ψ s) * (if i < j then (J i j : ℂ) else 0) - (1 / 2) *
        (if i < j then (J i j : ℂ) * (ψ s - ψ (s ∘ Equiv.swap i j)) else 0) := by
    intro i j
    split_ifs with hij
    · rw [spinDot_eq_exchange hij.ne]; ring
    · ring
  simp only [heisenberg, hE, h, Finset.sum_sub_distrib, ← Finset.mul_sum]
  ring
```

Exchanging two spins leaves the all-up state unchanged, so every term $1-P_{ij}$ vanishes on it and its energy is $E_{\rm HS}$. This holds for couplings of either sign.

```lean
/-- The state with all spins up is an eigenstate with energy `E_HS`. -/
theorem heisenberg_allUp (J : Matrix (Fin n) (Fin n) ℝ) :
    heisenberg J allUp = (highSpinEnergy J : ℂ) • allUp := by
  funext s
  have h : ∀ i j : Fin n, allUp (s ∘ Equiv.swap i j) = allUp s := by
    intro i j
    have e : (s ∘ Equiv.swap i j = fun _ => true) ↔ s = fun _ => true :=
      ⟨fun h => funext fun k => by simpa using congrFun h (Equiv.swap i j k),
        fun h => by rw [h]; rfl⟩
    simp only [allUp, e]
  simp [heisenberg_exchange, h]
```

Q: Now flip one spin. Why does nothing leak out of the one-flip space?

A: An exchange only moves the flip from one site to another. Two small lemmas say that the amplitude at the configuration flipped at $k$ is $c_k$, and that scaling the amplitudes scales the state. The next theorem says that exchanging sites $a$ and $b$ in the state exchanges $c_a$ and $c_b$; its proof relabels the sum over flips by the same exchange.

```lean
lemma flipState_oneFlip (c : Fin n → ℂ) (k : Fin n) : flipState c (oneFlip k) = c k := by
  have h : ∀ i, oneFlip k = oneFlip i ↔ k = i := fun i =>
    ⟨fun h => (show i = k by simpa [oneFlip] using congrFun h i).symm, fun h => by rw [h]⟩
  simp [flipState, h]

lemma flipState_smul (a : ℂ) (c : Fin n → ℂ) : flipState (a • c) = a • flipState c := by
  funext s
  simp [flipState, Finset.mul_sum]

/-- Exchanging two sites in a single-flip state exchanges the two flip amplitudes. -/
theorem flipState_swap (c : Fin n → ℂ) (a b : Fin n) (s : Fin n → Bool) :
    flipState c (s ∘ Equiv.swap a b) = flipState (c ∘ Equiv.swap a b) s := by
  have h : ∀ i, s ∘ Equiv.swap a b = oneFlip (Equiv.swap a b i) ↔ s = oneFlip i := by
    intro i
    constructor
    · intro h
      funext k
      simpa [oneFlip] using congrFun h (Equiv.swap a b k)
    · intro h
      funext k
      simp [h, oneFlip, Equiv.swap_apply_eq_iff]
  unfold flipState
  rw [← Equiv.sum_comp (Equiv.swap a b)]
  simp only [h, Function.comp_apply]
```

The amplitude of $H\psi$ with the flip at $k$ is therefore $E_{\rm HS}c_k$ plus a sum over pairs. A pair that doesn't contain $k$ leaves the flip in place and contributes zero. A pair made of $k$ and $j$ contributes $J_{kj}(c_k-c_j)$. Hence

$$(H\psi)_k=E_{\rm HS}\,c_k+\sum_j J_{kj}(c_k-c_j)=\big((E_{\rm HS}+L)c\big)_k .$$

`flipMatrix_mulVec` expands the matrix product into the middle expression. `pair_sum` reduces the sum over pairs to the same form, treating $k$ as the smaller or the larger member of the pair. Symmetry of $J$ enters there, because $H$ reads only entries with $i<j$ while the Laplacian reads both triangles.

```lean
lemma flipMatrix_mulVec (J : Matrix (Fin n) (Fin n) ℝ) (c : Fin n → ℂ) (k : Fin n) :
    (flipMatrix J *ᵥ c) k = highSpinEnergy J * c k + ∑ j, (J k j : ℂ) * (c k - c j) := by
  have h : ∀ l, flipMatrix J k l * c l =
      (if k = l then (highSpinEnergy J + ∑ j, (J k j : ℂ)) * c l else 0) - J k l * c l := by
    intro l
    by_cases h : k = l
    · subst h
      simp [flipMatrix, laplacian]
      ring
    · simp [flipMatrix, laplacian, h]
  simp only [Matrix.mulVec, dotProduct, h, Finset.sum_sub_distrib, Finset.sum_ite_eq,
    Finset.mem_univ, if_true, mul_sub, ← Finset.sum_mul]
  ring

lemma pair_sum {J : Matrix (Fin n) (Fin n) ℝ} (hJ : J.IsSymm) (c : Fin n → ℂ) (k : Fin n) :
    (∑ i, ∑ j, if i < j then (J i j : ℂ) * (c k - c (Equiv.swap i j k)) else 0) =
      ∑ j, (J k j : ℂ) * (c k - c j) := by
  -- only pairs that contain the flipped site `k` contribute
  have h : ∀ i j : Fin n, (if i < j then (J i j : ℂ) * (c k - c (Equiv.swap i j k)) else 0) =
      (if i = k then (if k < j then (J k j : ℂ) * (c k - c j) else 0) else 0) +
      (if j = k then (if i < k then (J k i : ℂ) * (c k - c i) else 0) else 0) := by
    intro i j
    by_cases h1 : i = k
    · subst h1
      by_cases h2 : j = i
      · subst h2; simp
      · simp [h2]
    · by_cases h2 : j = k
      · subst h2
        simp [h1, hJ.apply i j]
      · simp [h1, h2, Equiv.swap_apply_of_ne_of_ne (Ne.symm h1) (Ne.symm h2)]
  have h' : ∀ (f : Fin n → ℂ) (i : Fin n),
      (∑ j, if i = k then f j else 0) = if i = k then ∑ j, f j else 0 := by
    intro f i
    split_ifs <;> simp
  simp only [h, Finset.sum_add_distrib, h', Finset.sum_ite_eq', Finset.mem_univ, if_true]
  rw [← Finset.sum_add_distrib]
  refine Finset.sum_congr rfl fun j _ => ?_
  rcases lt_trichotomy j k with h | h | h
  · simp [h, lt_asymm h]
  · subst h; simp
  · simp [h, lt_asymm h]
```

The invariance theorem combines these results. At a one-flip configuration the two sides agree by the formula above; at any other configuration both are zero.

```lean
/-- For symmetric `J`, the single-flip subspace is invariant under the Hamiltonian, which acts on
the flip amplitudes as `E_HS` plus the weighted Laplacian of the couplings. -/
theorem heisenberg_flipState {J : Matrix (Fin n) (Fin n) ℝ} (hJ : J.IsSymm) (c : Fin n → ℂ) :
    heisenberg J (flipState c) = flipState (flipMatrix J *ᵥ c) := by
  funext s
  by_cases hs : ∃ k, s = oneFlip k
  · obtain ⟨k, rfl⟩ := hs
    rw [heisenberg_exchange]
    simp only [flipState_swap, flipState_oneFlip, Function.comp_apply]
    rw [pair_sum hJ, flipMatrix_mulVec]
  · have hz : ∀ d : Fin n → ℂ, flipState d s = 0 := fun d =>
      Finset.sum_eq_zero fun i _ => if_neg fun h => hs ⟨i, h⟩
    simp [heisenberg_exchange, flipState_swap, hz]
```

The off-diagonal entries can now be read off.

```lean
/-- The off-diagonal entries of `flipMatrix J` are `-J_ij`. -/
theorem flipMatrix_offDiag (J : Matrix (Fin n) (Fin n) ℝ) {i j : Fin n} (hij : i ≠ j) :
    flipMatrix J i j = -(J i j : ℂ) := by
  simp [flipMatrix, laplacian, hij]
```

So if a spin-flip calculation is reduced to an effective Hamiltonian on these one-flip configurations, taken orthonormal and with phases such that their equal-amplitude sum belongs to the high-spin multiplet, its off-diagonal entries can be read as $-J_{ij}$ to the extent that the isotropic Heisenberg model with one spin-1/2 per centre describes the system. Ionic configurations, anisotropy and centres with larger spin are not in the model.

Q: What does "lowest eigenvalue" mean in the last general theorem? Lowest of everything?

A: Lowest in the one-flip sector. `IsLeast` says that $E_{\rm HS}$ belongs to the set of real $E$ for which some nonzero $c$ satisfies the eigenvalue equation, and that no member of the set is smaller. Taking $E$ real loses nothing, since $E_{\rm HS}+L$ is a real symmetric matrix. The hypotheses are symmetric $J$, at least one site, and $J_{ij}\ge0$ for $i\ne j$, meaning that no pair is antiferromagnetic.

Equal amplitudes attain the value, because every difference $c_k-c_j$ vanishes. The code uses $c_i=1$; the normalised amplitudes are $1/\sqrt n$. Physically, this is the high-spin multiplet with its spin projection lowered by one.

For the bound, let $c$ be an eigenvector with eigenvalue $E$ and choose a site $k$ where $|c_k|$ is largest. Multiply the equation at $k$ by $c_k^*$ and take the real part:

$$(E-E_{\rm HS})|c_k|^2=\sum_jJ_{kj}\,\mathrm{Re}\big[c_k^*(c_k-c_j)\big].$$

Each real part is nonnegative, since

$$2\,\mathrm{Re}\big[c_k^*(c_k-c_j)\big]=|c_k|^2-|c_j|^2+|c_k-c_j|^2\ge0 .$$

As $|c_k|>0$, it follows that $E\ge E_{\rm HS}$.

In the proof, `Finite.exists_max` selects the site, `er` and `ei` are the real and imaginary parts of the equation there, and `key` is the nonnegative sum. The final `nlinarith` rules out $E<E_{\rm HS}$.

```lean
/-- If all couplings between different sites are nonnegative, `E_HS` is the lowest eigenvalue
of the Hamiltonian in the single-flip subspace. -/
theorem highSpinEnergy_isLeast [NeZero n] {J : Matrix (Fin n) (Fin n) ℝ} (hJ : J.IsSymm)
    (hpos : ∀ i j, i ≠ j → 0 ≤ J i j) :
    IsLeast {E : ℝ | ∃ c : Fin n → ℂ, c ≠ 0 ∧
      heisenberg J (flipState c) = (E : ℂ) • flipState c} (highSpinEnergy J) := by
  constructor
  · -- equal amplitudes on all sites attain the bound
    refine ⟨fun _ => 1, fun h => one_ne_zero (congrFun h (0 : Fin n)), ?_⟩
    rw [heisenberg_flipState hJ, ← flipState_smul]
    congr 1
    funext k
    simp [flipMatrix_mulVec]
  · rintro E ⟨c, hc, h⟩
    -- look at the site with the largest amplitude
    obtain ⟨k, hk⟩ := Finite.exists_max (fun i => Complex.normSq (c i))
    have hck : 0 < Complex.normSq (c k) := by
      by_contra h0
      apply hc
      funext i
      exact Complex.normSq_eq_zero.1
        (le_antisymm ((hk i).trans (not_lt.1 h0)) (Complex.normSq_nonneg _))
    have e := congrFun h (oneFlip k)
    rw [heisenberg_flipState hJ, Pi.smul_apply, flipState_oneFlip, flipState_oneFlip,
      flipMatrix_mulVec, smul_eq_mul] at e
    have er := congrArg Complex.re e
    have ei := congrArg Complex.im e
    simp only [Complex.add_re, Complex.re_sum, Complex.re_ofReal_mul, Complex.sub_re] at er
    simp only [Complex.add_im, Complex.im_sum, Complex.im_ofReal_mul, Complex.sub_im] at ei
    have key : 0 ≤ ∑ j, J k j * ((c k).re * ((c k).re - (c j).re) +
        (c k).im * ((c k).im - (c j).im)) := by
      refine Finset.sum_nonneg fun j _ => ?_
      by_cases hj : k = j
      · subst hj; simp
      · refine mul_nonneg (hpos k j hj) ?_
        have hm := hk j
        simp only [Complex.normSq_apply] at hm
        nlinarith [sq_nonneg ((c k).re - (c j).re), sq_nonneg ((c k).im - (c j).im)]
    have hsplit : ∑ j, J k j * ((c k).re * ((c k).re - (c j).re) +
        (c k).im * ((c k).im - (c j).im)) =
        (c k).re * ∑ j, J k j * ((c k).re - (c j).re) +
        (c k).im * ∑ j, J k j * ((c k).im - (c j).im) := by
      rw [Finset.mul_sum, Finset.mul_sum, ← Finset.sum_add_distrib]
      exact Finset.sum_congr rfl fun j _ => by ring
    have hE : (E - highSpinEnergy J) * Complex.normSq (c k) =
        (c k).re * ∑ j, J k j * ((c k).re - (c j).re) +
        (c k).im * ∑ j, J k j * ((c k).im - (c j).im) := by
      rw [Complex.normSq_apply]
      linear_combination (-(c k).re) * er - (c k).im * ei
    rw [hsplit, ← hE] at key
    by_contra hlt
    nlinarith [mul_pos (sub_pos.2 (not_le.1 hlt)) hck]
```

Q: Does the sign condition matter, or is it a convenience of the proof?

A: Two sites settle that. Lean numbers them 0 and 1. With amplitudes $1$ and $-1$, normalised to $\pm1/\sqrt2$, the state is the singlet. At site 0 the formula gives $E_{\rm HS}+J_{01}(1-(-1))=E_{\rm HS}+2J_{01}$, and site 1 gives the same factor. For $J_{01}<0$ the singlet lies below $E_{\rm HS}$, so the conclusion fails for an antiferromagnetic pair. The proof applies the invariance theorem and checks the two components.

```lean
/-- For two sites, the antisymmetric single-flip state has energy `E_HS + 2 J`. -/
theorem dimer_antisymmetric {J : Matrix (Fin 2) (Fin 2) ℝ} (hJ : J.IsSymm) :
    heisenberg J (flipState ![1, -1]) =
      ((highSpinEnergy J + 2 * J 0 1 : ℝ) : ℂ) • flipState ![1, -1] := by
  rw [heisenberg_flipState hJ, ← flipState_smul]
  congr 1
  funext k
  rw [flipMatrix_mulVec]
  fin_cases k <;> simp [Fin.sum_univ_two, hJ.apply 0 1] <;> ring

end

end SpinFlipHeisenberg
```

```lean
#print axioms SpinFlipHeisenberg.heisenberg_allUp
-- 'SpinFlipHeisenberg.heisenberg_allUp' depends on axioms: [propext, Classical.choice, Quot.sound]
#print axioms SpinFlipHeisenberg.flipMatrix_offDiag
-- 'SpinFlipHeisenberg.flipMatrix_offDiag' depends on axioms: [propext, Classical.choice, Quot.sound]
#print axioms SpinFlipHeisenberg.highSpinEnergy_isLeast
-- 'SpinFlipHeisenberg.highSpinEnergy_isLeast' depends on axioms: [propext, Classical.choice, Quot.sound]
#print axioms SpinFlipHeisenberg.dimer_antisymmetric
-- 'SpinFlipHeisenberg.dimer_antisymmetric' depends on axioms: [propext, Classical.choice, Quot.sound]
```

Q: So a negative coupling spoils the ordering but not the matrix?

A: It never spoils the matrix, and it can spoil the ordering. The invariance and the entries $-J_{ij}$ hold for any real symmetric $J$; only the statement about the lowest eigenvalue uses the sign. For two sites a negative coupling always puts a one-flip state below $E_{\rm HS}$. With more sites, positive couplings can outweigh it: for three sites with $J_{01}=J_{12}=1$ and $J_{02}=-0.1$, the eigenvalues of $L$ are $0$, $0.8$ and $3$, so $E_{\rm HS}$ is still the lowest in the one-flip sector.
